# No fixed bond dimension is exact for every number of copies of a state entangled across a shared cut

When noninteracting fragments are all divided by the same cut and their joint state is a product, the Schmidt ranks of the fragments multiply. The bond dimension needed for an exact description of identical copies therefore grows exponentially with their number, as soon as one copy is entangled across the cut.

Picture identical molecules side by side, far apart, with one cut running through all of them. For a matrix-product calculation, the result gives the cost of the bond at that cut, provided that the state is an exact product and nothing is truncated. If the orbitals are instead ordered molecule by molecule, each bond cuts at most one molecule, and its dimension need not grow with the number of copies.

## States, bonds and copies

A fragment state is a complex matrix C. Its rows are the finitely many configurations left of the cut (type `m`), its columns those on the right (type `n`). Its Schmidt rank is `C.rank`; normalisation is not required.

In Lean 4 with Mathlib:

```lean
import Mathlib

open scoped Kronecker

namespace TensorNetworkSizeConsistency

variable {m n p q : Type*} [Fintype m] [Fintype n] [Fintype p] [Fintype q]
```

Bond dimension χ means an exact factorization C = AB through an index with χ values.

```lean
/-- A state with coefficient matrix `C` across a cut has an exact tensor-network form with
bond dimension `χ` if `C` factors through a bond index taking `χ` values. -/
def HasBondDim (C : Matrix m n ℂ) (χ : ℕ) : Prop :=
  ∃ (A : Matrix m (Fin χ) ℂ) (B : Matrix (Fin χ) n ℂ), C = A * B
```

For fragments k, the joint coefficients are products of the fragment coefficients, indexed by tuples of configurations. This is how "noninteracting" enters. For electrons in orbitals localised on the fragments, placing all left orbitals before all right ones adds signs to these products. If each fragment has a fixed number of electrons, the signs depend only on the left configurations: they multiply rows of the joint matrix by ±1 and leave its rank unchanged.

```lean
/-- The coefficient matrix of a product of noninteracting fragments, all divided by the same
cut: its entries are the products of the fragment coefficients. -/
def fragmentProduct {ι : Type*} [Fintype ι] {m n : ι → Type*}
    (C : ∀ k, Matrix (m k) (n k) ℂ) : Matrix (∀ k, m k) (∀ k, n k) ℂ :=
  Matrix.of fun i j => ∏ k, C k (i k) (j k)
```

M counts copies; DMRG texts often use that letter for the bond dimension.

```lean
/-- The coefficient matrix of `M` parallel copies of the state with coefficient matrix `C`. -/
def copies (C : Matrix m n ℂ) (M : ℕ) : Matrix (Fin M → m) (Fin M → n) ℂ :=
  fragmentProduct (m := fun _ => m) (n := fun _ => n) fun _ : Fin M => C
```

## Two fragments

**(a)** Let r = rank C. Find matrices, with r bond values, such that

C = AB, LA = 1, BR = 1.

Take a basis of the column space of C as the columns of A, and the coordinates of C's columns in that basis as the columns of B. Then C = AB. The columns of A are independent, so L exists. B maps onto all of ℂʳ, so R exists. In the code, `e` supplies the coordinates, and `f` and `g` are the maps behind A and B.

```lean
/-- Every coefficient matrix factors through a bond index with as many values as its rank,
the left factor having a left inverse and the right factor a right inverse. -/
theorem exists_minimal_factorization (C : Matrix m n ℂ) :
    ∃ (A : Matrix m (Fin C.rank) ℂ) (B : Matrix (Fin C.rank) n ℂ)
      (L : Matrix (Fin C.rank) m ℂ) (R : Matrix n (Fin C.rank) ℂ),
      C = A * B ∧ L * A = 1 ∧ B * R = 1 := by
  classical
  -- coordinates on the range of `C`
  let e : LinearMap.range C.mulVecLin ≃ₗ[ℂ] (Fin C.rank → ℂ) :=
    LinearEquiv.ofFinrankEq _ _ (Module.finrank_fin_fun ℂ (n := C.rank)).symm
  let f := (LinearMap.range C.mulVecLin).subtype ∘ₗ e.symm.toLinearMap
  let g := e.toLinearMap ∘ₗ C.mulVecLin.rangeRestrict
  have hf : LinearMap.ker f = ⊥ :=
    LinearMap.ker_eq_bot.mpr (Subtype.val_injective.comp e.symm.injective)
  have hg : LinearMap.range g = ⊤ :=
    LinearMap.range_eq_top.mpr (e.surjective.comp C.mulVecLin.surjective_rangeRestrict)
  have hfg : f ∘ₗ g = C.mulVecLin := by
    apply LinearMap.ext
    intro x
    exact congrArg Subtype.val (e.symm_apply_apply (C.mulVecLin.rangeRestrict x))
  obtain ⟨l, hl⟩ := LinearMap.exists_leftInverse_of_injective f hf
  obtain ⟨s, hs⟩ := LinearMap.exists_rightInverse_of_surjective g hg
  refine ⟨LinearMap.toMatrix' f, LinearMap.toMatrix' g, LinearMap.toMatrix' l,
    LinearMap.toMatrix' s, ?_, ?_, ?_⟩
  · rw [← LinearMap.toMatrix'_comp, hfg, ← Matrix.toLin'_apply', LinearMap.toMatrix'_toLin']
  · rw [← LinearMap.toMatrix'_comp, hl, LinearMap.toMatrix'_id]
  · rw [← LinearMap.toMatrix'_comp, hs, LinearMap.toMatrix'_id]
```

**(b)** Conversely, suppose such matrices exist for a bond index κ with |κ| values. Show that

rank C = |κ|.

The factorization gives rank C ≤ rank A ≤ |κ|. Also LCR = (LA)(BR) = 1, so |κ| = rank(LCR) ≤ rank C. `le_antisymm` joins the two bounds.

```lean
/-- If a coefficient matrix factors through a bond index, with a left-invertible left factor
and a right-invertible right factor, its rank is the number of bond values. -/
theorem rank_of_factorization {κ : Type*} [Fintype κ] [DecidableEq κ] {C : Matrix m n ℂ}
    (A : Matrix m κ ℂ) (B : Matrix κ n ℂ) (L : Matrix κ m ℂ) (R : Matrix n κ ℂ)
    (hC : C = A * B) (hL : L * A = 1) (hR : B * R = 1) : C.rank = Fintype.card κ := by
  apply le_antisymm
  · rw [hC]
    exact (Matrix.rank_mul_le_left A B).trans A.rank_le_card_width
  · -- undoing both factors leaves the identity on the bond
    have h : L * C * R = 1 := by
      rw [hC, ← Matrix.mul_assoc, hL, Matrix.one_mul, hR]
    calc Fintype.card κ = (L * C * R).rank := by rw [h, Matrix.rank_one]
      _ ≤ (L * C).rank := Matrix.rank_mul_le_left _ _
      _ ≤ C.rank := Matrix.rank_mul_le_right _ _
```

**(c)** For a second fragment D, show that

rank(C ⊗ D) = rank C · rank D.

Factor both by (a), with primes for D. Then

C ⊗ D = (A ⊗ A′)(B ⊗ B′),
(L ⊗ L′)(A ⊗ A′) = LA ⊗ L′A′ = 1,
(B ⊗ B′)(R ⊗ R′) = BR ⊗ B′R′ = 1.

The joint bond has rank C · rank D values, and (b) applies. Stopping after the first line would give only an upper bound. The three bullets in the code are these three lines.

```lean
/-- The Schmidt rank of two noninteracting fragments across a common cut is the product of
their Schmidt ranks. -/
theorem rank_kronecker (C : Matrix m n ℂ) (D : Matrix p q ℂ) :
    (C ⊗ₖ D).rank = C.rank * D.rank := by
  obtain ⟨A, B, L, R, h, hL, hR⟩ := exists_minimal_factorization C
  obtain ⟨A', B', L', R', h', hL', hR'⟩ := exists_minimal_factorization D
  refine (rank_of_factorization (A ⊗ₖ A') (B ⊗ₖ B') (L ⊗ₖ L') (R ⊗ₖ R') ?_ ?_ ?_).trans
    (by simp)
  · rw [← Matrix.mul_kronecker_mul, ← h, ← h']
  · rw [← Matrix.mul_kronecker_mul, hL, hL', Matrix.one_kronecker_one]
  · rw [← Matrix.mul_kronecker_mul, hR, hR', Matrix.one_kronecker_one]
```

## Any finite number of fragments

**(d)** Write ⨂ₖ Cₖ for `fragmentProduct C`. Show that

⨂ₖ (AₖBₖ) = (⨂ₖ Aₖ)(⨂ₖ Bₖ).

Expanding a product of sums selects one bond value sₖ per fragment:

∏ₖ Σₛ Aₖ(iₖ,s) Bₖ(s,jₖ) = Σ₍ₛ₁,ₛ₂,…₎ ∏ₖ Aₖ(iₖ,sₖ) · ∏ₖ Bₖ(sₖ,jₖ).

`Finset.prod_univ_sum` is this expansion. The letters `a`, `b`, `c` here name index types.

```lean
section Fragments

variable {ι : Type*} [Fintype ι] {a b c : ι → Type*}

/-- Contracting the bond of each fragment separately is the same as contracting the joint
bond of the product. -/
theorem fragmentProduct_mul [DecidableEq ι] [∀ k, Fintype (b k)]
    (A : ∀ k, Matrix (a k) (b k) ℂ) (B : ∀ k, Matrix (b k) (c k) ℂ) :
    fragmentProduct (fun k => A k * B k) = fragmentProduct A * fragmentProduct B := by
  ext i j
  simp only [fragmentProduct, Matrix.of_apply, Matrix.mul_apply, Finset.prod_univ_sum,
    Fintype.piFinset_univ, Finset.prod_mul_distrib]
```

**(e)** Show that

⨂ₖ 1 = 1.

The entry ∏ₖ δ(iₖ,jₖ) is 1 if the tuples agree, and 0 if they differ anywhere.

```lean
/-- The product of identity matrices on the fragments is the identity matrix. -/
theorem fragmentProduct_one [∀ k, DecidableEq (a k)] :
    fragmentProduct (fun k => (1 : Matrix (a k) (a k) ℂ)) = 1 := by
  ext i j
  by_cases h : i = j
  · subst h
    simp [fragmentProduct]
  · obtain ⟨k, hk⟩ := Function.ne_iff.mp h
    rw [Matrix.one_apply_ne h]
    exact Finset.prod_eq_zero (Finset.mem_univ k) (Matrix.one_apply_ne hk)
```

**(f)** Show that

rank(⨂ₖ Cₖ) = ∏ₖ rank Cₖ.

Repeat (c), with (d) and (e) in place of the Kronecker rules. `choose` picks a factorization for every fragment.

```lean
/-- The Schmidt rank of finitely many noninteracting fragments across a common cut is the
product of the fragment Schmidt ranks. -/
theorem rank_fragmentProduct [DecidableEq ι] [∀ k, Fintype (a k)] [∀ k, Fintype (b k)]
    (C : ∀ k, Matrix (a k) (b k) ℂ) :
    (fragmentProduct C).rank = ∏ k, (C k).rank := by
  choose A B L R h hL hR using fun k => exists_minimal_factorization (C k)
  refine (rank_of_factorization (fragmentProduct A) (fragmentProduct B)
    (fragmentProduct L) (fragmentProduct R) ?_ ?_ ?_).trans (by simp)
  · rw [← fragmentProduct_mul]
    exact congrArg fragmentProduct (funext h)
  · rw [← fragmentProduct_mul]
    simp only [hL]
    exact fragmentProduct_one
  · rw [← fragmentProduct_mul]
    simp only [hR]
    exact fragmentProduct_one

end Fragments
```

## The bond dimension required

**(g)** Show that

C has bond dimension χ ⇔ rank C ≤ χ.

If C = AB with χ bond values, its rank is at most χ. Conversely, take the factorization from (a) and append χ − r zero columns to A and zero rows to B. The matrices `P` and `Q` do this padding.

```lean
/-- A state can be written with bond dimension `χ` exactly when its Schmidt rank is at
most `χ`. -/
theorem hasBondDim_iff (C : Matrix m n ℂ) (χ : ℕ) : HasBondDim C χ ↔ C.rank ≤ χ := by
  constructor
  · rintro ⟨A, B, rfl⟩
    exact (Matrix.rank_mul_le_left A B).trans (by simpa using A.rank_le_card_width)
  · intro h
    obtain ⟨A, B, _, _, hC, _, _⟩ := exists_minimal_factorization C
    -- pad the minimal bond index with unused values
    let P := (1 : Matrix (Fin χ) (Fin χ) ℂ).submatrix (Fin.castLE h) id
    let Q := (1 : Matrix (Fin χ) (Fin χ) ℂ).submatrix id (Fin.castLE h)
    have hPQ : P * Q = 1 := by
      dsimp only [P, Q]
      rw [← Matrix.submatrix_mul _ _ _ _ _ Function.bijective_id, Matrix.one_mul,
        Matrix.submatrix_one _ (Fin.castLE_injective h)]
    refine ⟨A * P, Q * B, ?_⟩
    calc C = A * B := hC
      _ = A * ((P * Q) * B) := by rw [hPQ, Matrix.one_mul]
      _ = A * P * (Q * B) := by simp only [Matrix.mul_assoc]
```

**(h)** For M copies, show that the condition becomes

rᴹ ≤ χ.

By (f) the joint rank is rᴹ; apply (g). For M = 0 the joint matrix is the single entry 1, so χ ≥ 1 is needed even if C = 0, in agreement with 0⁰ = 1.

```lean
/-- `M` parallel copies of a state of Schmidt rank `r` can be written with bond dimension `χ`
exactly when `r ^ M ≤ χ`. -/
theorem hasBondDim_copies_iff (C : Matrix m n ℂ) (M χ : ℕ) :
    HasBondDim (copies C M) χ ↔ C.rank ^ M ≤ χ := by
  have h : (copies C M).rank = C.rank ^ M :=
    (rank_fragmentProduct (a := fun _ => m) (b := fun _ => n) fun _ : Fin M => C).trans
      (by simp)
  rw [hasBondDim_iff, h]
```

**(i)** Let r ≥ 2 and M ≥ χ. Show that bond dimension χ fails, because

χ < rᴹ.

The chain is χ < 2^χ ≤ 2ᴹ ≤ rᴹ.

```lean
/-- For a state of Schmidt rank at least two, bond dimension `χ` fails for every number of
copies `M ≥ χ`. -/
theorem not_hasBondDim_copies (C : Matrix m n ℂ) (hr : 2 ≤ C.rank) {M χ : ℕ} (hM : χ ≤ M) :
    ¬ HasBondDim (copies C M) χ := by
  rw [hasBondDim_copies_iff, not_le]
  calc χ < 2 ^ χ := Nat.lt_two_pow_self
    _ ≤ 2 ^ M := Nat.pow_le_pow_right (by norm_num) hM
    _ ≤ C.rank ^ M := Nat.pow_le_pow_left hr M
```

**(j)** Show that

(∃χ ∀M: M copies have bond dimension χ) ⇔ r ≤ 1.

If r ≥ 2, part (i) with M = χ refutes any proposed χ. If r ≤ 1, then rᴹ ≤ 1 and χ = 1 works. The order of the quantifiers matters: with ∀M ∃χ, the choice χ = rᴹ would always succeed.

```lean
/-- One fixed bond dimension suffices for all numbers of copies exactly when the Schmidt rank
of the single copy is at most one. -/
theorem fixed_bondDim_iff (C : Matrix m n ℂ) :
    (∃ χ, ∀ M, HasBondDim (copies C M) χ) ↔ C.rank ≤ 1 := by
  constructor
  · rintro ⟨χ, h⟩
    by_contra hr
    exact not_hasBondDim_copies C (by omega) le_rfl (h χ)
  · intro hr
    refine ⟨1, fun M => (hasBondDim_copies_iff C M 1).mpr ?_⟩
    simpa using Nat.pow_le_pow_left hr M
```

**(k)** Let C = diag(a, b) with a and b nonzero; the normalised amplitudes are a and b divided by √(|a|² + |b|²). Show that M copies have bond dimension χ exactly when

2ᴹ ≤ χ.

In (b) take A = C, B = R = 1 and L = diag(1/a, 1/b). This gives r = 2, and (h) finishes. However small b is, it counts in full, since the representation must be exact.

```lean
/-- `M` copies of a two-configuration state with nonzero amplitudes `a` and `b` on the
diagonal can be written with bond dimension `χ` exactly when `2 ^ M ≤ χ`. -/
theorem two_configuration_copies {a b : ℂ} (ha : a ≠ 0) (hb : b ≠ 0) (M χ : ℕ) :
    HasBondDim (copies !![a, 0; 0, b] M) χ ↔ 2 ^ M ≤ χ := by
  have hL : !![a⁻¹, 0; 0, b⁻¹] * !![a, 0; 0, b] = (1 : Matrix (Fin 2) (Fin 2) ℂ) := by
    ext i j
    fin_cases i <;> fin_cases j <;> simp [Matrix.mul_apply, Fin.sum_univ_succ, ha, hb]
  have h : (!![a, 0; 0, b] : Matrix (Fin 2) (Fin 2) ℂ).rank = 2 :=
    (rank_of_factorization _ 1 _ 1 (Matrix.mul_one _).symm hL (Matrix.mul_one _)).trans
      (Fintype.card_fin 2)
  rw [hasBondDim_copies_iff, h]

end TensorNetworkSizeConsistency
```

```lean
#print axioms TensorNetworkSizeConsistency.rank_kronecker
-- 'TensorNetworkSizeConsistency.rank_kronecker' depends on axioms: [propext, Classical.choice, Quot.sound]
#print axioms TensorNetworkSizeConsistency.fixed_bondDim_iff
-- 'TensorNetworkSizeConsistency.fixed_bondDim_iff' depends on axioms: [propext, Classical.choice, Quot.sound]
#print axioms TensorNetworkSizeConsistency.two_configuration_copies
-- 'TensorNetworkSizeConsistency.two_configuration_copies' depends on axioms: [propext, Classical.choice, Quot.sound]
```
